# Each of finitely many levels with positive weights has positive mean occupation in a canonical ensemble of one or more non-interacting fermions

The theorem `occupation_pos` concerns `N` non-interacting fermions on a finite set of levels, each level holding at most one fermion and carrying a positive real weight. A configuration is a set of `N` filled levels, weighted by the product of their weights, and averages are normalised by dividing by the partition function, the sum of these products. If `N` is at least one and at most the number of levels, the theorem says that the mean occupation of every level `i` is strictly positive. The proof shows that the numerator and the denominator of the average are both positive. For the numerator it takes a configuration of `N` levels that includes `i`, whose term is positive, and notes that no other term is negative.

The first attempt, which Lean rejects:

```lean
import Mathlib

open Finset

namespace OccupationPos

noncomputable section

variable {ι : Type*} [Fintype ι]

/-- The weight of a configuration: the product of the weights of its filled levels. -/
def weight (x : ι → ℝ) (s : Finset ι) : ℝ := ∏ k ∈ s, x k

/-- The canonical partition function: the sum of the weights of all `N`-fermion configurations. -/
def partitionFn (x : ι → ℝ) (N : ℕ) : ℝ := ∑ s ∈ powersetCard N univ, weight x s

/-- The weighted sum of an observable over all `N`-fermion configurations. -/
def total (x : ι → ℝ) (N : ℕ) (f : Finset ι → ℝ) : ℝ :=
  ∑ s ∈ powersetCard N univ, weight x s * f s

/-- The canonical average of an observable, for a nonzero partition function. -/
def avg (x : ι → ℝ) (N : ℕ) (f : Finset ι → ℝ) : ℝ := total x N f / partitionFn x N

/-- With positive weights and no more fermions than levels, the partition function is positive. -/
theorem partitionFn_pos {x : ι → ℝ} {N : ℕ} (hx : ∀ k, 0 < x k)
    (hN : N ≤ Fintype.card ι) : 0 < partitionFn x N :=
  sum_pos (fun _ _ => prod_pos fun k _ => hx k)
    (powersetCard_nonempty.2 (by simpa using hN))

variable [DecidableEq ι]

/-- The occupation number of level `i`: one if the level is filled, zero if it is empty. -/
def occ (i : ι) (s : Finset ι) : ℝ := if i ∈ s then 1 else 0

/-- With positive weights and at least one fermion, but no more fermions than levels,
every level has positive mean occupation. -/
theorem occupation_pos {x : ι → ℝ} {N : ℕ} (hx : ∀ k, 0 < x k) (h0 : 0 < N)
    (hN : N ≤ Fintype.card ι) (i : ι) : 0 < avg x N (occ i) := by
  refine div_pos ?_ (partitionFn_pos hx hN)
  obtain ⟨u, hu, -, hc⟩ := exists_subsuperset_card_eq (subset_univ {i})
    (by simpa using h0) (by simpa using hN)
  have hw : ∀ s, 0 < weight x s := fun s => prod_pos fun k _ => hx k
  refine sum_pos' (fun s _ => mul_nonneg (hw s).le ?_)
    ⟨u, mem_powersetCard.2 ⟨subset_univ _, hc⟩, ?_⟩
  · unfold occ
    split_ifs <;> norm_num
  · have hi : i ∈ u := hu (mem_singleton_self i)
    simpa [occ, hi] using hw u

end

end OccupationPos
```

Lean reports:

```
Main.lean:41:8: error: Type mismatch: After simplification, term
  h0
 has type
  0 < N
but is expected to have type
  1 ≤ N
```

What went wrong. To get a configuration that contains `i`, `exists_subsuperset_card_eq` needs a proof that the one-element set `{i}` has at most `N` elements. The error comes from `simpa using h0`, which was to supply it. Simplification turns the goal into `1 ≤ N` but leaves `h0` as `0 < N`. On natural numbers these are the same by definition, but to see it Lean must unfold `<`, and the final match in `simpa` unfolds too little for that. Hence the type mismatch, though the mathematics is right.

The repair proves this bound separately as `hlow`. There `rw [card_singleton]` brings the goal to `1 ≤ N`, and `exact h0` closes it, since `exact` does unfold the definition.

The upper bound, now `hupp`, is mere tidying: no message complains of it, and the same `simpa using hN` proves the same inequality in `partitionFn_pos`.

This version goes through:

```diff
@@ -38,6 +38,11 @@
     (hN : N ≤ Fintype.card ι) (i : ι) : 0 < avg x N (occ i) := by
   refine div_pos ?_ (partitionFn_pos hx hN)
-  obtain ⟨u, hu, -, hc⟩ := exists_subsuperset_card_eq (subset_univ {i})
-    (by simpa using h0) (by simpa using hN)
+  have hlow : ({i} : Finset ι).card ≤ N := by
+    rw [card_singleton]
+    exact h0
+  have hupp : N ≤ (univ : Finset ι).card := by
+    rw [card_univ]
+    exact hN
+  obtain ⟨u, hu, -, hc⟩ := exists_subsuperset_card_eq (subset_univ {i}) hlow hupp
   have hw : ∀ s, 0 < weight x s := fun s => prod_pos fun k _ => hx k
   refine sum_pos' (fun s _ => mul_nonneg (hw s).le ?_)
```
